# With one core eigenfunction, a ligand function's excess energy is its squared core overlap times a level gap

Take two orthonormal functions, a core function c with energy −10 and a valence function v with energy −1, and let F be the operator with these two levels. A ligand function x = (3/5)c + (4/5)v has core overlap s = 3/5. Removing its core part and renormalising gives y = v, with energy −1. The energy of x itself is

0.36·(−10) + 0.64·(−1) = −4.24,

which is far too low for a valence electron. A model core potential counters this by adding B|c⟩⟨c|, which raises the core level to −10 + B. With B = 20 the energy of x becomes −4.24 + 7.20 = 2.96, which is 3.96 above that of y. This is also 0.36·(−10 + 20 + 1).

In an ab initio model potential (AIMP) calculation, I read this as the excess repulsion felt by a ligand function whose basis lacks the core-like functions needed to orthogonalize it. For a symmetric F with Fc = ec, and normalised c and x with |s| < 1, I expect in general

⟨x, F x⟩ + B s² − ⟨y, F y⟩ = s² (e + B − ⟨y, F y⟩).

Can this be derived rigorously and checked in Lean, preferably for several core functions?

## Splitting the ligand function into core part and remainder

Yes, provided that the core functions are exact eigenfunctions of F. Let c_i be finitely many orthonormal core functions with F c_i = e_i c_i, and let B_i be their shifts. Write

s_i = ⟨c_i, x⟩,  w = Σ s_i²,  p = Σ s_i c_i,  r = x − p,

and assume w < 1. The orthogonalized function and its energy are

y = r / √(1 − w),  Y = ⟨y, F y⟩.

Orthonormality gives ⟨c_i, p⟩ = s_i, hence ⟨c_i, r⟩ = s_i − s_i = 0. The remainder r, and with it y, is orthogonal to every core function.

The eigenvalue equations give F p = Σ s_i e_i c_i. Therefore

⟨p, F p⟩ = Σ e_i s_i²,
⟨r, F p⟩ = Σ s_i e_i ⟨r, c_i⟩ = 0,
⟨p, F r⟩ = ⟨F p, r⟩ = 0.

The last line uses the symmetry of F. Expanding ⟨p + r, F(p + r)⟩ leaves only the two diagonal terms, and r = √(1 − w) y turns the second into (1 − w)Y:

⟨x, F x⟩ = Σ e_i s_i² + (1 − w) Y.

The operator P = Σ B_i |c_i⟩⟨c_i| contributes ⟨x, P x⟩ = Σ B_i s_i². Adding this and subtracting Y gives

⟨x, (F + P) x⟩ − Y = Σ (e_i + B_i) s_i² − w Y = Σ s_i² (e_i + B_i − Y).

With one core function this is the formula in the question.

The norm of x has not been used. It matters for reading these expressions as energies of normalised functions. Putting the identity for F, with all e_i = 1, into the decomposition gives

‖x‖² = w + (1 − w) ‖y‖²,

so ‖x‖ = 1 implies ‖y‖ = 1.

The sign of the excess follows from the formula. If every e_i + B_i lies above Y, all terms are nonnegative, and their sum vanishes only when every s_i is zero. With one core function and s ≠ 0, the shifted energy of x lies below Y exactly when e + B does. In that case the shift is too small to keep core overlap from lowering the energy.

```lean
import Mathlib

open scoped InnerProductSpace

namespace ModelCorePotential

noncomputable section

variable {E ι : Type*} [NormedAddCommGroup E] [InnerProductSpace ℝ E] [Fintype ι]

/-- The core-projection operator `∑ B i |c i⟩⟨c i|` of a model core potential. -/
def levelShift (c : ι → E) (B : ι → ℝ) : E →ₗ[ℝ] E where
  toFun v := ∑ i, (B i * ⟪c i, v⟫_ℝ) • c i
  map_add' u v := by
    simp only [inner_add_right, mul_add, add_smul, Finset.sum_add_distrib]
  map_smul' a v := by
    simp only [real_inner_smul_right, Finset.smul_sum, smul_smul, RingHom.id_apply]
    refine Finset.sum_congr rfl fun i _ => ?_
    congr 1
    ring

/-- The component of a ligand function `x` along the core functions `c i`. -/
def corePart (c : ι → E) (x : E) : E := ∑ i, ⟪c i, x⟫_ℝ • c i

/-- The sum of the squared overlaps of `x` with the core functions. -/
def coreWeight (c : ι → E) (x : E) : ℝ := ∑ i, ⟪c i, x⟫_ℝ ^ 2

/-- The ligand function with its core component removed, rescaled by `1 / √(1 - coreWeight)`. -/
def valencePart (c : ι → E) (x : E) : E :=
  (√(1 - coreWeight c x))⁻¹ • (x - corePart c x)

/-- The core-projection operator is symmetric. -/
theorem levelShift_isSymmetric (c : ι → E) (B : ι → ℝ) : (levelShift c B).IsSymmetric := by
  intro u v
  simp only [levelShift, LinearMap.coe_mk, AddHom.coe_mk, sum_inner, inner_sum,
    real_inner_smul_left, real_inner_smul_right]
  refine Finset.sum_congr rfl fun i _ => ?_
  rw [real_inner_comm (c i) u]
  ring

/-- The expectation value of the core-projection operator is the sum of the squared core
overlaps weighted by the shifts. -/
theorem levelShift_expectation (c : ι → E) (B : ι → ℝ) (x : E) :
    ⟪x, levelShift c B x⟫_ℝ = ∑ i, B i * ⟪c i, x⟫_ℝ ^ 2 := by
  simp only [levelShift, LinearMap.coe_mk, AddHom.coe_mk, inner_sum, real_inner_smul_right]
  refine Finset.sum_congr rfl fun i _ => ?_
  rw [real_inner_comm (c i) x]
  ring

/-- The orthogonalized ligand function has no overlap with any core function. -/
theorem valencePart_orthogonal {c : ι → E} (hc : Orthonormal ℝ c) (x : E) (i : ι) :
    ⟪c i, valencePart c x⟫_ℝ = 0 := by
  have h : ⟪c i, corePart c x⟫_ℝ = ⟪c i, x⟫_ℝ :=
    hc.inner_right_fintype (fun j => ⟪c j, x⟫_ℝ) i
  rw [valencePart, real_inner_smul_right, inner_sub_right, h, sub_self, mul_zero]

/-- The energy of a ligand function splits into core energies weighted by the squared overlaps
and the energy of the orthogonalized function weighted by the remainder. -/
theorem energy_decomposition {c : ι → E} (hc : Orthonormal ℝ c) {F : E →ₗ[ℝ] E}
    (hF : F.IsSymmetric) {e : ι → ℝ} (he : ∀ i, F (c i) = e i • c i) {x : E}
    (hw : coreWeight c x < 1) :
    ⟪x, F x⟫_ℝ = ∑ i, e i * ⟪c i, x⟫_ℝ ^ 2
      + (1 - coreWeight c x) * ⟪valencePart c x, F (valencePart c x)⟫_ℝ := by
  obtain ⟨p, hp⟩ : ∃ p, p = corePart c x := ⟨_, rfl⟩
  obtain ⟨r, hr⟩ : ∃ r, r = x - p := ⟨_, rfl⟩
  have hx : x = p + r := by rw [hr]; abel
  have hcp : ∀ i, ⟪c i, p⟫_ℝ = ⟪c i, x⟫_ℝ := fun i => by
    rw [hp]
    exact hc.inner_right_fintype (fun j => ⟪c j, x⟫_ℝ) i
  have hcr : ∀ i, ⟪c i, r⟫_ℝ = 0 := fun i => by
    rw [hr, inner_sub_right, hcp, sub_self]
  -- F acts on the core component through the core energies
  have hFp : ∀ v, ⟪v, F p⟫_ℝ = ∑ i, ⟪c i, x⟫_ℝ * (e i * ⟪c i, v⟫_ℝ) := fun v => by
    rw [hp, corePart, map_sum, inner_sum]
    refine Finset.sum_congr rfl fun i _ => ?_
    rw [map_smul, he, real_inner_smul_right, real_inner_smul_right, real_inner_comm (c i) v]
  have h1 : ⟪p, F p⟫_ℝ = ∑ i, e i * ⟪c i, x⟫_ℝ ^ 2 := by
    rw [hFp]
    refine Finset.sum_congr rfl fun i _ => ?_
    rw [hcp]
    ring
  -- the couplings between core component and remainder vanish
  have h2 : ⟪r, F p⟫_ℝ = 0 := by
    rw [hFp]
    exact Finset.sum_eq_zero fun i _ => by rw [hcr]; ring
  have h3 : ⟪p, F r⟫_ℝ = 0 := by
    rw [← hF p r, real_inner_comm, h2]
  have h4 : ⟪x, F x⟫_ℝ = ⟪p, F p⟫_ℝ + ⟪r, F r⟫_ℝ := by
    calc ⟪x, F x⟫_ℝ = ⟪p + r, F (p + r)⟫_ℝ := by rw [← hx]
      _ = ⟪p, F p⟫_ℝ + ⟪p, F r⟫_ℝ + (⟪r, F p⟫_ℝ + ⟪r, F r⟫_ℝ) := by
        rw [map_add, inner_add_left, inner_add_right, inner_add_right]
      _ = ⟪p, F p⟫_ℝ + ⟪r, F r⟫_ℝ := by rw [h2, h3]; ring
  have hpos : 0 < 1 - coreWeight c x := by linarith
  have hk : √(1 - coreWeight c x) ^ 2 = 1 - coreWeight c x := Real.sq_sqrt hpos.le
  have hk0 : √(1 - coreWeight c x) ≠ 0 := (Real.sqrt_pos.mpr hpos).ne'
  -- undo the normalisation of the orthogonalized function
  have h5 : (1 - coreWeight c x) * ⟪valencePart c x, F (valencePart c x)⟫_ℝ = ⟪r, F r⟫_ℝ := by
    rw [valencePart, ← hp, ← hr, map_smul, real_inner_smul_left, real_inner_smul_right]
    generalize √(1 - coreWeight c x) = k at hk hk0
    rw [← hk]
    field_simp
  rw [h4, h1, h5]

/-- For a normalised ligand function the orthogonalized function is normalised too. -/
theorem valencePart_norm {c : ι → E} (hc : Orthonormal ℝ c) {x : E} (hx : ‖x‖ = 1)
    (hw : coreWeight c x < 1) : ‖valencePart c x‖ = 1 := by
  -- the energy decomposition for the identity operator is the balance of norms
  have h := energy_decomposition hc (F := LinearMap.id) (fun _ _ => rfl)
    (e := fun _ => 1) (fun i => by simp) hw
  simp only [LinearMap.id_apply, one_mul, real_inner_self_eq_norm_sq, hx] at h
  change (1 : ℝ) ^ 2 = coreWeight c x + _ at h
  have h0 : (1 - coreWeight c x) * (‖valencePart c x‖ ^ 2 - 1) = 0 := by linarith
  rcases mul_eq_zero.mp h0 with h1 | h1
  · exfalso; linarith
  · nlinarith [norm_nonneg (valencePart c x)]

/-- The energy of a ligand function in the core-shifted operator exceeds the energy `⟨y, F y⟩` of
its core-orthogonalized partner `y` in the unshifted operator `F` by `∑ s i ^ 2 * (e i + B i - ⟨y, F
y⟩)`, with `s i` the core overlaps. -/
theorem excess_repulsion {c : ι → E} (hc : Orthonormal ℝ c) {F : E →ₗ[ℝ] E}
    (hF : F.IsSymmetric) {e : ι → ℝ} (he : ∀ i, F (c i) = e i • c i) (B : ι → ℝ) {x : E}
    (hw : coreWeight c x < 1) :
    ⟪x, (F + levelShift c B) x⟫_ℝ - ⟪valencePart c x, F (valencePart c x)⟫_ℝ
      = ∑ i, ⟪c i, x⟫_ℝ ^ 2 * (e i + B i - ⟪valencePart c x, F (valencePart c x)⟫_ℝ) := by
  have h := energy_decomposition hc hF he hw
  generalize ⟪valencePart c x, F (valencePart c x)⟫_ℝ = Y at h ⊢
  have hsum : ∑ i, ⟪c i, x⟫_ℝ ^ 2 * (e i + B i - Y)
      = ∑ i, e i * ⟪c i, x⟫_ℝ ^ 2 + ∑ i, B i * ⟪c i, x⟫_ℝ ^ 2 - coreWeight c x * Y := by
    rw [coreWeight, Finset.sum_mul, ← Finset.sum_add_distrib, ← Finset.sum_sub_distrib]
    exact Finset.sum_congr rfl fun i _ => by ring
  rw [hsum, LinearMap.add_apply, inner_add_right, levelShift_expectation, h]
  ring

/-- The excess repulsion for a single core function `c` of energy `e` and shift `B`. -/
theorem excess_repulsion_single {c x y : E} (hc : ‖c‖ = 1) {F : E →ₗ[ℝ] E}
    (hF : F.IsSymmetric) {e : ℝ} (he : F c = e • c) (B : ℝ) (hs : |⟪c, x⟫_ℝ| < 1)
    (hy : y = (√(1 - ⟪c, x⟫_ℝ ^ 2))⁻¹ • (x - ⟪c, x⟫_ℝ • c)) :
    ⟪x, F x⟫_ℝ + B * ⟪c, x⟫_ℝ ^ 2 - ⟪y, F y⟫_ℝ
      = ⟪c, x⟫_ℝ ^ 2 * (e + B - ⟪y, F y⟫_ℝ) := by
  have ho : Orthonormal ℝ (fun _ : Unit => c) :=
    ⟨fun _ => hc, fun i j hij => absurd (Subsingleton.elim i j) hij⟩
  have hw : coreWeight (fun _ : Unit => c) x < 1 := by
    simp only [coreWeight, Finset.univ_unique, Finset.sum_singleton]
    exact (sq_lt_one_iff_abs_lt_one _).mpr hs
  have h := excess_repulsion ho hF (e := fun _ => e) (fun _ => he) (fun _ => B) hw
  simp only [valencePart, corePart, coreWeight, LinearMap.add_apply, inner_add_right,
    levelShift_expectation, Finset.univ_unique, Finset.sum_singleton] at h
  rw [hy]
  exact h

/-- If every shifted core level lies above the energy of the orthogonalized function, the excess
is nonnegative, and it vanishes exactly when the ligand function overlaps no core function. -/
theorem excess_nonneg_and_eq_iff {c : ι → E} (hc : Orthonormal ℝ c) {F : E →ₗ[ℝ] E}
    (hF : F.IsSymmetric) {e : ι → ℝ} (he : ∀ i, F (c i) = e i • c i) {B : ι → ℝ} {x : E}
    (hw : coreWeight c x < 1)
    (hB : ∀ i, ⟪valencePart c x, F (valencePart c x)⟫_ℝ < e i + B i) :
    ⟪valencePart c x, F (valencePart c x)⟫_ℝ ≤ ⟪x, (F + levelShift c B) x⟫_ℝ ∧
    (⟪x, (F + levelShift c B) x⟫_ℝ = ⟪valencePart c x, F (valencePart c x)⟫_ℝ
      ↔ ∀ i, ⟪c i, x⟫_ℝ = 0) := by
  have h := excess_repulsion hc hF he B hw
  generalize ⟪valencePart c x, F (valencePart c x)⟫_ℝ = Y at h hB ⊢
  have hn : ∀ i ∈ Finset.univ, 0 ≤ ⟪c i, x⟫_ℝ ^ 2 * (e i + B i - Y) :=
    fun i _ => mul_nonneg (sq_nonneg _) (by linarith [hB i])
  constructor
  · linarith [Finset.sum_nonneg hn]
  · rw [← sub_eq_zero, h, Finset.sum_eq_zero_iff_of_nonneg hn]
    constructor
    · intro h0 i
      rcases mul_eq_zero.mp (h0 i (Finset.mem_univ i)) with h1 | h1
      · exact (pow_eq_zero_iff two_ne_zero).mp h1
      · exfalso; linarith [hB i]
    · intro h0 i _
      simp [h0 i]

/-- For a ligand function overlapping a single core function, the shifted energy falls below that
of the orthogonalized function exactly when the shifted core level does. -/
theorem energy_below_iff {c x y : E} (hc : ‖c‖ = 1) {F : E →ₗ[ℝ] E}
    (hF : F.IsSymmetric) {e : ℝ} (he : F c = e • c) (B : ℝ) (hs : |⟪c, x⟫_ℝ| < 1)
    (hs0 : ⟪c, x⟫_ℝ ≠ 0)
    (hy : y = (√(1 - ⟪c, x⟫_ℝ ^ 2))⁻¹ • (x - ⟪c, x⟫_ℝ • c)) :
    ⟪x, F x⟫_ℝ + B * ⟪c, x⟫_ℝ ^ 2 < ⟪y, F y⟫_ℝ ↔ e + B < ⟪y, F y⟫_ℝ := by
  have h := excess_repulsion_single hc hF he B hs hy
  have hp : 0 < ⟪c, x⟫_ℝ ^ 2 := by positivity
  constructor
  · intro hlt
    by_contra hn
    have := mul_nonneg hp.le (sub_nonneg.mpr (not_lt.mp hn))
    linarith
  · intro hlt
    have := mul_neg_of_pos_of_neg hp (sub_neg.mpr hlt)
    linarith

/-- A core function in a two-function model. -/
def demoCore : EuclideanSpace ℝ (Fin 2) := !₂[1, 0]

/-- A ligand function in the same model. -/
def demoLigand : EuclideanSpace ℝ (Fin 2) := !₂[3 / 5, 4 / 5]

/-- A model operator with levels `-10` and `-1`. -/
def demoFock : EuclideanSpace ℝ (Fin 2) →ₗ[ℝ] EuclideanSpace ℝ (Fin 2) :=
  levelShift ![demoCore, !₂[0, 1]] ![-10, -1]

/-- The two-function model has a symmetric operator, a normalised core eigenfunction of energy
`-10`, and a normalised ligand function whose core overlap is `3/5`. -/
theorem excess_repulsion_witness :
    demoFock.IsSymmetric ∧ ‖demoCore‖ = 1 ∧ ‖demoLigand‖ = 1 ∧
    demoFock demoCore = (-10 : ℝ) • demoCore ∧ ⟪demoCore, demoLigand⟫_ℝ = 3 / 5 := by
  refine ⟨levelShift_isSymmetric _ _, ?_, ?_, ?_, ?_⟩
  · rw [EuclideanSpace.norm_eq, Real.sqrt_eq_one]
    norm_num [demoCore, Fin.sum_univ_two]
  · rw [EuclideanSpace.norm_eq, Real.sqrt_eq_one]
    norm_num [demoLigand, Fin.sum_univ_two]
  · ext i
    fin_cases i <;>
      simp [demoFock, levelShift, demoCore, PiLp.inner_apply, Fin.sum_univ_two]
  · norm_num [demoCore, demoLigand, PiLp.inner_apply, Fin.sum_univ_two]

end

end ModelCorePotential
```

```lean
#print axioms ModelCorePotential.valencePart_orthogonal
#print axioms ModelCorePotential.valencePart_norm
#print axioms ModelCorePotential.excess_nonneg_and_eq_iff
#print axioms ModelCorePotential.energy_below_iff
```

```
'ModelCorePotential.valencePart_orthogonal' depends on axioms: [propext, Classical.choice, Quot.sound]
'ModelCorePotential.valencePart_norm' depends on axioms: [propext, Classical.choice, Quot.sound]
'ModelCorePotential.excess_nonneg_and_eq_iff' depends on axioms: [propext, Classical.choice, Quot.sound]
'ModelCorePotential.energy_below_iff' depends on axioms: [propext, Classical.choice, Quot.sound]
```

## What the theorems say about the model potential

`E` is a real inner-product space of one-electron functions, and the finite type `ι` labels the core functions. `Orthonormal ℝ c` says that they are normalised and mutually orthogonal. The operator F is a linear map `E →ₗ[ℝ] E`, with `F.IsSymmetric` for ⟨Fu, v⟩ = ⟨u, Fv⟩. The quantities p, w, y and P above are `corePart c x`, `coreWeight c x`, `valencePart c x` and `levelShift c B`.

`excess_repulsion` is the identity for several core functions, and `excess_repulsion_single` is the formula you asked for. The latter takes y as a vector with the defining equation `hy`, and does not require x to be normalised. `valencePart_norm` adds that assumption to show that y is a unit vector. `excess_nonneg_and_eq_iff` and `energy_below_iff` contain the two statements about signs.

The theorems compare x in F + P with y in F. This is also a comparison within the same shifted operator, since P has zero expectation value on a function orthogonal to the core.

Two ingredients are postulated:

- **The eigenvalue condition `he`** says that each core function is an exact eigenfunction, so F couples the core functions neither to one another nor to the remaining functions. Core orbitals frozen from an atomic calculation generally satisfy it only approximately in a molecule or crystal, and the coupling terms then need not vanish.
- **The shifts `B`** stand for the energy penalty that keeps valence electrons out of the core space. They are arbitrary real numbers here. For several core functions, having every e_i + B_i above Y is sufficient for a nonnegative excess, but not necessary.

F is fixed, so self-consistent changes of the orbitals are absent, as is any error in how the potential represents core Coulomb and exchange interactions. F must also map all of `E` into itself. A finite basis fits directly if its span contains x and the core functions, so a ligand basis that lacks core-like functions must be enlarged to serve as `E`. An unbounded operator fits only on a domain that it maps into itself.

For an AIMP calculation, the identity shows how core overlap and shift enter the one-electron penalty on a given ligand function, within this model of exact core eigenfunctions and a fixed operator.

`excess_repulsion_witness` establishes that the two-function example has the required symmetry, norms, core eigenvalue and overlap. The energies −4.24 and 2.96 are worked out by hand and are not stated in any theorem. They also use the valence level −1, which is built into `demoFock` but is not part of the theorem's statement.

## From vanishing couplings to the excess

`levelShift_isSymmetric` and `levelShift_expectation` expand the inner products and compare the sums term by term. `valencePart_orthogonal` shows that subtracting the core part removes each overlap.

Most of the argument is in `energy_decomposition`. It names p and r, then proves `hcp` and `hcr`, the overlaps of the core functions with each part. The auxiliary formula `hFp` evaluates ⟨v, F p⟩ for any v. Taking v = p gives the core energy `h1`, and taking v = r gives the vanishing coupling `h2`. Symmetry turns `h2` into `h3`, and `h4` expands the energy of x and drops both couplings.

It remains to undo the normalisation of y. In `h5`, the square root is replaced by a variable k with k² = 1 − w and k ≠ 0, both supplied by w < 1. `field_simp` then cancels the two factors 1/k against k².

`valencePart_norm` applies the decomposition to the identity operator. This gives (1 − w)(‖y‖² − 1) = 0, whose first factor is positive, and a norm cannot be −1.

`excess_repulsion` treats Y as a single number, splits the target sum into its core, shift and wY contributions, and finishes with `ring`. The one-core theorem applies it to a family indexed by `Unit`, a type with exactly one element. The assumption |s| < 1 becomes s² < 1, which is the required bound on the core weight.

In `excess_nonneg_and_eq_iff`, a sum of nonnegative terms is zero only if each term is zero. Since each level gap is strictly positive, each overlap must then vanish. `energy_below_iff` uses the positive factor s² to transfer the sign of e + B − Y to the energy difference.

## How Mathlib collapses the overlap sum

The proof turns on `hc.inner_right_fintype`. For an orthonormal family c and any coefficients a_j, this lemma states

⟨c_i, Σ a_j c_j⟩ = a_i.

It is the Kronecker-delta step: of all the terms in the sum, only the one with j = i survives. The file supplies the coefficients explicitly as `fun j => ⟪c j, x⟫_ℝ`, so that the sum in the lemma is the definition of `corePart c x`. Lean unfolds that definition to match the two, and the result is ⟨c_i, p⟩ = s_i.

Both the orthogonality of y and the energy decomposition start from this equality. Once it is available, ⟨c_i, r⟩ = 0 takes one subtraction, and the cross terms vanish through the eigenvalue equations and the symmetry of F. No double sum over core functions has to be expanded.
